# A closed ring of rotors with |a| ≠ |b| has no non-zero zero mode

`ring_rigid` concerns a finite closed ring of `N` rotors, `N` not zero, with real amplitudes `u n` that need not be normalised. Each bond joins neighbouring rotors and is unstretched when `a * u n + b * u (n + 1) = 0`, with the same real `a` and `b` all round the ring. The theorem says that if `|a| ≠ |b|` and every bond is unstretched, then every amplitude is zero. The attempt takes absolute values on each bond and sums round the ring, where shifting the index by one leaves the sum of the `|u n|` unchanged. That sum times `|a|` then equals the same sum times `|b|`, so the sum is zero, and with it each of its terms.

This version doesn't compile in Lean 4 with Mathlib:

```lean
import Mathlib

open Matrix

namespace RotorChain

noncomputable section

/-- On an unstretched bond the amplitudes `x`, `y` of the two rotors satisfy
`|a| |x| = |b| |y|`. -/
theorem amplitude_balance {a b x y : ℝ} (h : a * x + b * y = 0) :
    |a| * |x| = |b| * |y| := by
  rw [← abs_mul, ← abs_mul, eq_neg_of_add_eq_zero_left h, abs_neg]

/-- A closed ring of `N` rotors with `|a| ≠ |b|` has no non-zero zero mode. -/
theorem ring_rigid {a b : ℝ} {N : ℕ} [NeZero N] (hab : |a| ≠ |b|) (u : ZMod N → ℝ)
    (h : ∀ n, a * u n + b * u (n + 1) = 0) : u = 0 := by
  have hshift : ∑ n, |u (n + 1)| = ∑ n, |u n| :=
    Equiv.sum_comp (Equiv.addRight (1 : ZMod N)) (fun n => |u n|)
  -- sum the amplitude balance around the ring
  have hS : |a| * ∑ n, |u n| = |b| * ∑ n, |u n| := by
    rw [← hshift, Finset.mul_sum, hshift.symm ▸ rfl, ← Finset.mul_sum, hshift]
    calc |a| * ∑ n, |u n| = ∑ n, |a| * |u n| := Finset.mul_sum _ _ _
      _ = ∑ n, |b| * |u (n + 1)| :=
        Finset.sum_congr rfl fun n _ => amplitude_balance (h n)
      _ = |b| * ∑ n, |u n| := by rw [← Finset.mul_sum, hshift]
  have hz : ∑ n, |u n| = 0 := (mul_eq_mul_right_iff.mp hS).resolve_left hab
  funext n
  have hn := (Finset.sum_eq_zero_iff_of_nonneg fun m _ => abs_nonneg (u m)).mp hz n
    (Finset.mem_univ n)
  exact abs_eq_zero.mp hn

end

end RotorChain
```

The compiler's answer:

```
Main.lean:22:34: error: Invalid rewrite argument: Expected an equality or iff proof or definition name, but `?m.128` is a value of type
  ?m.127
Main.lean:22:34: error: invalid `▸` notation, the equality
  Eq.symm hshift
has type 
  ∑ n, |u n| = ∑ n, |u (n + 1)|
but neither side of the equality is mentioned in the type
  ?m.158 = ?m.158
```

Both messages point to `hshift.symm ▸ rfl`, the third item in the `rw` list. `▸` uses an equality to rewrite the type of a term, so it needs a type in which one side of that equality occurs. As an item in a `rw` list, the term is given no expected type, and `rfl` alone offers only `?m.158 = ?m.158`, an equation between unknowns. Neither sum from `hshift` occurs there, which is the second message. The first is `rw` itself complaining: it needs a proof of an equality or an iff, and the type of what it was given is still the unknown `?m.127`.

The repair deletes the whole `rw` line. Nothing has to replace it, because the `calc` block below it starts from the left side of `hS` as stated and ends at the right side, and so proves `hS` without any rewriting beforehand. The blank line left behind has no effect.

The repair, with which the file compiles:

```diff
@@ -20,5 +20,5 @@
   -- sum the amplitude balance around the ring
   have hS : |a| * ∑ n, |u n| = |b| * ∑ n, |u n| := by
-    rw [← hshift, Finset.mul_sum, hshift.symm ▸ rfl, ← Finset.mul_sum, hshift]
+
     calc |a| * ∑ n, |u n| = ∑ n, |a| * |u n| := Finset.mul_sum _ _ _
       _ = ∑ n, |b| * |u (n + 1)| :=
```
